# Time reversal conjugates the quantum geometric tensor of a symmetric single band

A finite set of k-points has no derivatives, so the derivative vectors of the band are supplied here as data. At each point $k$ there is a state $u(k)$ and, for each direction $a$, a vector $d_a(k)$ standing for $\partial_a u(k)$. How these vectors transform under $k\to-k$ is a hypothesis, motivated below by differentiating a band along a line.

The states live in a complex inner product space `H` of any dimension, whose inner product is conjugate-linear in its first argument.

In Lean 4 with Mathlib:

```lean
import Mathlib

open ComplexConjugate

namespace TimeReversalGeometry

noncomputable section

variable {H : Type*} [NormedAddCommGroup H] [InnerProductSpace ℂ H]
```

## Time reversal as conjugation of overlaps

Here a time-reversal map $T$ means any map with the following property, which every antiunitary operator has:
$$\langle Tx,Ty\rangle=\overline{\langle x,y\rangle}.$$
Neither antilinearity nor invertibility is assumed, and nothing is said about $T^2$.

```lean
/-- A time-reversal map: it sends every overlap to its complex conjugate. -/
def IsTimeReversal (T : H → H) : Prop :=
  ∀ x y, inner ℂ (T x) (T y) = conj (inner ℂ x y)
```

For a normalised state $u$ and derivative vectors $x,y$, the quantum geometric tensor is
$$Q(u;x,y)=\langle x,y\rangle-\langle x,u\rangle\langle u,y\rangle .$$
With $x=d_a$ and $y=d_b$ it is written $Q_{ab}$. Its real part is the quantum metric, and its imaginary part is the Berry curvature up to a conventional factor.

```lean
/-- The quantum geometric tensor of a state `u` for two derivative vectors `x` and `y`: their
overlap minus the product of their overlaps with `u`. For a normalised `u` this removes the part
along `u`. -/
def qgt (u x y : H) : ℂ := inner ℂ x y - inner ℂ x u * inner ℂ u y
```

Additivity follows from the overlap rule. Expand $\|T(x+y)-Tx-Ty\|^2$ into overlaps of images under $T$. Each is the conjugate of the original overlap, so the total is the conjugate of $\|(x+y)-x-y\|^2=0$. The proof turns the equality into a vanishing self-overlap, expands it and lets `ring` cancel the terms.

```lean
/-- A map that conjugates all overlaps is additive. -/
theorem timeReversal_add {T : H → H} (hT : IsTimeReversal T) (x y : H) :
    T (x + y) = T x + T y := by
  unfold IsTimeReversal at hT
  -- the difference of the two sides has zero norm
  rw [← sub_eq_zero, ← inner_self_eq_zero (𝕜 := ℂ)]
  simp only [inner_sub_left, inner_sub_right, inner_add_left, inner_add_right, hT, map_add]
  ring
```

The same argument gives antilinearity. The expansion of $\|T(cx)-\bar c\,Tx\|^2$ is
$$|c|^2\|x\|^2-|c|^2\|x\|^2-|c|^2\|x\|^2+|c|^2\|x\|^2=0 .$$

```lean
/-- A map that conjugates all overlaps conjugates scalar amplitudes. -/
theorem timeReversal_smul {T : H → H} (hT : IsTimeReversal T) (c : ℂ) (x : H) :
    T (c • x) = conj c • T x := by
  unfold IsTimeReversal at hT
  rw [← sub_eq_zero, ← inner_self_eq_zero (𝕜 := ℂ)]
  simp only [inner_sub_left, inner_sub_right, inner_smul_left, inner_smul_right, hT,
    map_mul, Complex.conj_conj]
  ring
```

Setting $y=x$ in the overlap rule gives $\|Tx\|^2=\|x\|^2$, and norms are non-negative, so $\|Tx\|=\|x\|$.

```lean
/-- Time reversal preserves the norm of a state. -/
theorem timeReversal_norm {T : H → H} (hT : IsTimeReversal T) (x : H) : ‖T x‖ = ‖x‖ := by
  apply (sq_eq_sq₀ (norm_nonneg _) (norm_nonneg _)).1
  have h1 := inner_self_eq_norm_sq (𝕜 := ℂ) (T x)
  have h2 := inner_self_eq_norm_sq (𝕜 := ℂ) x
  rw [← h1, ← h2, hT x x]
  simp
```

## The sign in the derivative rule

Take a band on a real line with $u(-q)=Tu(q)$ and derivative $v$ at $k$. Then $u(q)=Tu(-q)$. The inner function $q\mapsto u(-q)$ has derivative $-v$ at $q=-k$. For real $r$ we have $T(rx)=rTx$, so $T$ is a bounded real-linear map and passes through the derivative:
$$u'(-k)=T(-v)=-Tv .$$
In the proof, `L` is $T$ packaged as such a map, with the bound supplied by norm preservation; `h1` and `h2` are the two uses of the chain rule.

```lean
/-- Along a line in k-space, a band with `u(-k) = T u(k)` and derivative `v` at `k`
has derivative `-T v` at `-k`. -/
theorem hasDerivAt_timeReversed {T : H → H} (hT : IsTimeReversal T) {u : ℝ → H}
    (hu : ∀ q, u (-q) = T (u q)) {k : ℝ} {v : H} (hv : HasDerivAt u v k) :
    HasDerivAt u (-T v) (-k) := by
  -- over the real numbers, `T` is a bounded linear map
  let L : H →L[ℝ] H := LinearMap.mkContinuous
    { toFun := T
      map_add' := timeReversal_add hT
      map_smul' := fun r x => by
        have h := timeReversal_smul hT (r : ℂ) x
        simpa [Complex.conj_ofReal, Complex.coe_smul] using h }
    1 (fun x => by
      rw [one_mul]
      exact (timeReversal_norm hT x).le)
  have h0 : HasDerivAt u v (-(-k)) := by rwa [neg_neg]
  have h1 : HasDerivAt (fun q : ℝ => u (-q)) (-v) (-k) :=
    (h0.scomp (-k) (hasDerivAt_neg (-k))).congr_deriv (by simp)
  have h2 : HasDerivAt (fun q : ℝ => L (u (-q))) (L (-v)) (-k) :=
    L.hasFDerivAt.comp_hasDerivAt (-k) h1
  have hfun : u = fun q => L (u (-q)) := by
    funext q
    have h := hu (-q)
    rw [neg_neg] at h
    exact h
  rw [hfun]
  exact h2.congr_deriv (map_neg L v)
```

With a differentiable gauge factor, $u(-k)=c(k)\,Tu(k)$, the product rule gives
$$(\partial_a u)(-k)=-\bigl(c(k)\,T\partial_a u(k)+(\partial_a c)(k)\,Tu(k)\bigr).$$
This is the pattern that the final theorem assumes, with a free coefficient $\alpha_a(k)$ in place of $\partial_a c$.

## Gauge invariance and conjugation

Let $P=1-|u\rangle\langle u|$, so that $Q(u;x,y)=\langle Px,Py\rangle$. Replacing $u$ by $cu$ with $|c|=1$ leaves $P$ unchanged. Replacing $x$ by $cx+au$ and $y$ by $cy+bu$, where $a$ and $b$ are complex numbers and not directions, gives
$$\langle P(cx+au),P(cy+bu)\rangle=\bar c c\,\langle Px,Py\rangle=Q(u;x,y).$$
The proof expands the overlaps directly, and `linear_combination` supplies the multiple of $\bar c c=1$ that closes the identity.

```lean
/-- The quantum geometric tensor of a normalised state is unchanged by a phase `c` and
by shifts of the derivative vectors along the state. -/
theorem qgt_gauge {u : H} (hu : ‖u‖ = 1) {c : ℂ} (hc : ‖c‖ = 1) (x y : H) (a b : ℂ) :
    qgt (c • u) (c • x + a • u) (c • y + b • u) = qgt u x y := by
  have huu : inner ℂ u u = (1 : ℂ) := by
    rw [inner_self_eq_norm_sq_to_K, hu]; simp
  have hcc : conj c * c = 1 := by
    rw [mul_comm, Complex.mul_conj, Complex.normSq_eq_norm_sq, hc]; simp
  simp only [qgt, inner_add_left, inner_add_right, inner_smul_left, inner_smul_right, huu]
  linear_combination (inner ℂ x y - conj c * b * inner ℂ x u - conj a * c * inner ℂ u y
    - conj a * b - (conj c * c + 1) * inner ℂ x u * inner ℂ u y) * hcc
```

Under time reversal, the two minus signs of the derivative vectors cancel in each term:
$$Q(Tu;-Tx,-Ty)=\overline{\langle x,y\rangle}-\overline{\langle x,u\rangle}\;\overline{\langle u,y\rangle}=\overline{Q(u;x,y)} .$$

```lean
/-- Time reversal of the state and of both derivative vectors, the latter with reversed
sign, conjugates the quantum geometric tensor. -/
theorem qgt_timeReversal {T : H → H} (hT : IsTimeReversal T) (u x y : H) :
    qgt (T u) (-T x) (-T y) = conj (qgt u x y) := by
  unfold IsTimeReversal at hT
  simp only [qgt, inner_neg_left, inner_neg_right, hT, map_sub, map_mul]
  ring
```

## Cancellation over the k-points

The k-points form a finite additive commutative group $K$, such as a uniform grid containing $k=0$, taken modulo reciprocal lattice vectors. Since $u$ is a function on $K$, equivalent points carry the same vector, as in a tight-binding model with a periodic Bloch Hamiltonian.

If $F(-k)=\overline{F(k)}$, relabelling the sum by $k\to-k$ gives
$$S=\sum_k \operatorname{Im}F(k)=\sum_k\operatorname{Im}F(-k)=-S,$$
hence $S=0$. Points with $k=-k$ need no separate treatment.

```lean
variable {K ι : Type*} [AddCommGroup K] [Fintype K]

/-- On a finite group of k-points, the imaginary part of a quantity with
`F(-k) = conj F(k)` sums to zero. -/
theorem sum_im_eq_zero {F : K → ℂ} (hF : ∀ k, F (-k) = conj (F k)) :
    ∑ k, (F k).im = 0 := by
  have h : ∑ k, (F (-k)).im = ∑ k, (F k).im :=
    Equiv.sum_comp (Equiv.neg K) (fun k => (F k).im)
  simp only [hF, Complex.conj_im, Finset.sum_neg_distrib] at h
  linarith
```

The main theorem assumes $\|u(k)\|=1$ together with
$$u(-k)=c(k)\,Tu(k),\qquad d_a(-k)=-\bigl(c(k)\,Td_a(k)+\alpha_a(k)\,Tu(k)\bigr).$$
These are `hnorm`, `hu` and `hd`. Normalisation at $-k$ forces $|c(k)|=1$. The common sign then drops out, gauge invariance removes $c$ and $\alpha$, and conjugation gives
$$Q_{ab}(-k)=\overline{Q_{ab}(k)} .$$
Taking real parts shows that the metric is even, and the summation lemma shows that $\sum_k\operatorname{Im}Q_{ab}(k)=0$. The choice $c=1$, $\alpha=0$ is the gauge $u(-k)=Tu(k)$.

```lean
/-- For a normalised band whose states and supplied derivative vectors obey the time-reversal rules
`hu` and `hd`, with a k-dependent gauge, the quantum geometric tensor at `-k` is the conjugate of
that at `k`, the metric is even, and the imaginary part sums to zero over the k-points. -/
theorem timeReversal_quantum_geometry {T : H → H} (hT : IsTimeReversal T)
    {u : K → H} {d : ι → K → H} {c : K → ℂ} {α : ι → K → ℂ}
    (hnorm : ∀ k, ‖u k‖ = 1)
    (hu : ∀ k, u (-k) = c k • T (u k))
    (hd : ∀ a k, d a (-k) = -(c k • T (d a k) + α a k • T (u k))) (a b : ι) :
    (∀ k, qgt (u (-k)) (d a (-k)) (d b (-k)) = conj (qgt (u k) (d a k) (d b k))) ∧
    (∀ k, (qgt (u (-k)) (d a (-k)) (d b (-k))).re = (qgt (u k) (d a k) (d b k)).re) ∧
    ∑ k, (qgt (u k) (d a k) (d b k)).im = 0 := by
  have key : ∀ k, qgt (u (-k)) (d a (-k)) (d b (-k)) =
      conj (qgt (u k) (d a k) (d b k)) := by
    intro k
    have hTu : ‖T (u k)‖ = 1 := by rw [timeReversal_norm hT, hnorm]
    -- normalisation at `-k` forces the gauge factor to be a phase
    have hc : ‖c k‖ = 1 := by
      have h := hnorm (-k)
      rwa [hu, norm_smul, hTu, mul_one] at h
    have hneg : ∀ w x y : H, qgt w (-x) (-y) = qgt w x y := by
      intro w x y
      simp [qgt]
    rw [hu, hd, hd, hneg, qgt_gauge hTu hc, ← hneg, qgt_timeReversal hT]
  refine ⟨key, fun k => ?_, sum_im_eq_zero key⟩
  rw [key, Complex.conj_re]
```

For a single time-reversal-symmetric band on a full grid of this kind, not reduced by symmetry, this gives a check on Berry curvature computed from the vectors $u(k)$ and $d_a(k)$: a sum that differs from zero by more than rounding error means that the data violate the normalisation or one of the two symmetry rules. The theorem concerns this sum, not a Brillouin-zone integral or a Chern number.

Kramers pairs are excluded. At $k=0$ the hypothesis reads $u=c\,Tu$, which implies $T^2u=u$ and contradicts $T^2=-1$.

A description by band projectors $\Pi(k)=|u(k)\rangle\langle u(k)|$, with $Q_{ab}=\operatorname{Tr}(\Pi\,\partial_a\Pi\,\partial_b\Pi)$, would remove $c$ and $\alpha$ from the hypotheses. For an invertible $T$ the symmetry would become $\Pi(-k)=T\Pi(k)T^{-1}$.

## A two-level example with non-zero imaginary part

Let $T$ conjugate both amplitudes of a two-level system.

```lean
/-- Complex conjugation of the two amplitudes of a two-level system. -/
def modelT (x : EuclideanSpace ℂ (Fin 2)) : EuclideanSpace ℂ (Fin 2) :=
  !₂[conj (x 0), conj (x 1)]
```

On the three k-points $0,1,2$ with arithmetic modulo 3, let $s$ be the odd function with values $0,1,-1$.

```lean
/-- An odd integer function on three k-points. -/
def modelS : ZMod 3 → ℤ := ![0, 1, -1]
```

The state is $u(k)=(1,0)$ at every point.

```lean
/-- The band state of the model, the same at each k-point. -/
def modelU (_ : ZMod 3) : EuclideanSpace ℂ (Fin 2) := !₂[1, 0]
```

The derivative vectors are $d_0(k)=(0,i)$ and $d_1(k)=(0,s(k))$. They are assigned, not obtained by differencing the constant state.

```lean
/-- The two derivative vectors of the model, both along the second level. -/
def modelD (a : Fin 2) (k : ZMod 3) : EuclideanSpace ℂ (Fin 2) :=
  !₂[0, if a = 0 then Complex.I else (modelS k : ℂ)]
```

Both satisfy $d_a(-k)=-Td_a(k)$: for $d_0$ conjugation supplies the compensating sign, and for $d_1$ the oddness of $s$ does. Since they are orthogonal to $u$,
$$Q_{01}(1)=\bar i\cdot 1=-i .$$
The symmetry hypotheses therefore allow a non-zero imaginary part at individual points. Here the values at $k=0,1,2$ are $0,-i,i$, whose sum is zero.

```lean
/-- The two-level model on three k-points is normalised and time-reversal symmetric, with gauge
factor one and no shift, and its tensor component for directions 0 and 1 at `k = 1` is `-i`. -/
theorem timeReversal_witness :
    IsTimeReversal modelT ∧ (∀ k, ‖modelU k‖ = 1) ∧
    (∀ k, modelU (-k) = (1 : ℂ) • modelT (modelU k)) ∧
    (∀ a k, modelD a (-k) =
      -((1 : ℂ) • modelT (modelD a k) + (0 : ℂ) • modelT (modelU k))) ∧
    qgt (modelU 1) (modelD 0 1) (modelD 1 1) = -Complex.I := by
  have hodd : ∀ k, modelS (-k) = -modelS k := by decide
  have hone : modelS 1 = 1 := by decide
  refine ⟨?_, ?_, ?_, ?_, ?_⟩
  · intro x y
    simp [modelT, PiLp.inner_apply, Fin.sum_univ_two]
  · intro k
    simp [modelU, EuclideanSpace.norm_eq, Fin.sum_univ_two]
  · intro k
    ext i
    fin_cases i <;> simp [modelU, modelT]
  · intro a k
    ext i
    fin_cases a <;> fin_cases i <;> simp [modelD, modelT, hodd]
  · simp [qgt, modelU, modelD, hone, PiLp.inner_apply, Fin.sum_univ_two]

end

end TimeReversalGeometry
```

```lean
#print axioms TimeReversalGeometry.hasDerivAt_timeReversed
-- 'TimeReversalGeometry.hasDerivAt_timeReversed' depends on axioms: [propext, Classical.choice, Quot.sound]
#print axioms TimeReversalGeometry.timeReversal_quantum_geometry
-- 'TimeReversalGeometry.timeReversal_quantum_geometry' depends on axioms: [propext, Classical.choice, Quot.sound]
```
